# For a Hermitian matrix H, [H,[H,X]] = w²X holds exactly when X connects only levels a distance w apart

Take two levels with energies $0$ and $\varepsilon$, and an arbitrary operator between them:

$$H=\begin{pmatrix}0&0\\0&\varepsilon\end{pmatrix},\qquad X=\begin{pmatrix}p&q\\r&s\end{pmatrix}.$$

With $[H,X]=HX-XH$, each commutator multiplies a matrix element by the energy of its row minus the energy of its column:

$$[H,X]=\begin{pmatrix}0&-\varepsilon q\\ \varepsilon r&0\end{pmatrix},\qquad [H,[H,X]]=\begin{pmatrix}0&\varepsilon^2 q\\ \varepsilon^2 r&0\end{pmatrix}.$$

For $w>0$, the equation $[H,[H,X]]=w^2X$ therefore demands $p=s=0$, and it allows a nonzero $q$ or $r$ only if $|\varepsilon|=w$. The double commutator has squared the energy difference, so that upward and downward transitions are treated alike, and the equation removes every matrix element whose energy difference is not $\pm w$.

The same holds for any Hermitian $H$ of finite size, with or without degeneracies, and for any matrix $X$ and any $w\ge 0$. For a finite matrix model of an electronic system, this turns the question whether a dipole matrix connects only levels a distance $w$ apart into a commutator equation that can be tested without diagonalising $H$.

For electrons in an isotropic harmonic trap without magnetic field, whose interaction depends only on their relative positions, the generalised Kohn theorem rests on an equation of this kind for a centre-of-mass coordinate measured from the trap centre. The result below concerns what such an equation means for the transition amplitudes of a finite matrix; it does not derive the equation from a many-body Hamiltonian.

## Matrices, energy states and amplitudes

The states are complex vectors whose components are labelled by a finite set `n`, and operators are square matrices over the same labels.

In Lean 4 with Mathlib:

```lean
import Mathlib

open Matrix

namespace SingleLineCriterion

noncomputable section

variable {n : Type*} [Fintype n] [DecidableEq n]
```

The commutator has the usual sign, $[H,X]=HX-XH$.

```lean
/-- The commutator `[H, X] = H X - X H`. -/
def comm (H X : Matrix n n ℂ) : Matrix n n ℂ := H * X - X * H
```

An energy state with energy $E$ is a nonzero vector $v$ that satisfies $Hv=Ev$ with $E$ real. Since the eigenvalues of a Hermitian matrix are real, the restriction to real $E$ loses nothing where $H$ is Hermitian.

```lean
/-- The nonzero vector `v` is an eigenvector of `H` with real energy `E`. -/
def IsEnergyState (H : Matrix n n ℂ) (E : ℝ) (v : n → ℂ) : Prop :=
  v ≠ 0 ∧ H *ᵥ v = (E : ℂ) • v
```

The transition amplitude between $u$ and $v$ is

$$\langle u,Xv\rangle=\sum_i \overline{u_i}\,(Xv)_i .$$

```lean
/-- The transition amplitude `⟨u, X v⟩`. -/
def amplitude (u : n → ℂ) (X : Matrix n n ℂ) (v : n → ℂ) : ℂ :=
  star u ⬝ᵥ (X *ᵥ v)
```

Here `star u` is the complex conjugate of `u`, `⬝ᵥ` is the dot product without conjugation, and `*ᵥ` applies a matrix to a vector. The vectors need not be normalised. The amplitude between the normalised states is $\langle u,Xv\rangle/(\lVert u\rVert\,\lVert v\rVert)$, which vanishes exactly when $\langle u,Xv\rangle$ does, so a selection rule can be stated with either.

## One commutator gives one energy difference

Let $Hu=au$ and $Hv=bv$. Because $H$ is Hermitian and $a$ is real, $H$ acts to the left on the bra with the same energy, $u^\dagger H=(Hu)^\dagger=a\,u^\dagger$. Hence

$$\langle u,[H,X]v\rangle=u^\dagger HXv-u^\dagger XHv=a\,\langle u,Xv\rangle-b\,\langle u,Xv\rangle=(a-b)\langle u,Xv\rangle .$$

```lean
omit [DecidableEq n] in
/-- Between energy states of a Hermitian `H`, the amplitude of `[H, X]` is the energy difference
times the amplitude of `X`. -/
theorem amplitude_comm {H : Matrix n n ℂ} (hH : H.IsHermitian) (X : Matrix n n ℂ)
    {a b : ℝ} {u v : n → ℂ} (hu : IsEnergyState H a u) (hv : IsEnergyState H b v) :
    amplitude u (comm H X) v = ((a : ℂ) - b) * amplitude u X v := by
  -- a Hermitian `H` acts to the left on the bra with the same real energy
  have hL : star u ᵥ* H = (a : ℂ) • star u := by
    have h := Matrix.star_mulVec H u
    rw [hH.eq, hu.2] at h
    rw [← h]
    ext i
    simp
  unfold amplitude comm
  rw [Matrix.sub_mulVec, dotProduct_sub, ← Matrix.mulVec_mulVec, ← Matrix.mulVec_mulVec,
    Matrix.dotProduct_mulVec (star u) H (X *ᵥ v), hL, hv.2, Matrix.mulVec_smul,
    smul_dotProduct, dotProduct_smul, smul_eq_mul, smul_eq_mul]
  ring
```

The auxiliary statement `hL` is the action on the bra. The long `rw` splits the commutator into its two terms, moves $H$ to the left in the first and to the right in the second, and replaces it by $a$ and $b$. The final `ring` collects the factor $a-b$.

## The defect of the equation between two energy states

The difference between the two sides of the equation is $D=[H,[H,X]]-w^2X$. Applying the previous step first to $[H,X]$ and then to $X$ gives

$$\langle u,Dv\rangle=(a-b)\langle u,[H,X]v\rangle-w^2\langle u,Xv\rangle=\big((a-b)^2-w^2\big)\langle u,Xv\rangle .$$

```lean
omit [DecidableEq n] in
/-- For Hermitian `H`, between states of energies `a` and `b`, the amplitude of `[H, [H, X]] - w² X`
is `(a - b)² - w²` times the amplitude of `X`. -/
theorem amplitude_defect {H : Matrix n n ℂ} (hH : H.IsHermitian) (X : Matrix n n ℂ) (w : ℝ)
    {a b : ℝ} {u v : n → ℂ} (hu : IsEnergyState H a u) (hv : IsEnergyState H b v) :
    amplitude u (comm H (comm H X) - (w : ℂ) ^ 2 • X) v
      = (((a - b) ^ 2 - w ^ 2 : ℝ) : ℂ) * amplitude u X v := by
  have h : amplitude u (comm H (comm H X) - (w : ℂ) ^ 2 • X) v
      = amplitude u (comm H (comm H X)) v - (w : ℂ) ^ 2 * amplitude u X v := by
    unfold amplitude
    rw [Matrix.sub_mulVec, dotProduct_sub, Matrix.smul_mulVec, dotProduct_smul, smul_eq_mul]
  rw [h, amplitude_comm hH _ hu hv, amplitude_comm hH _ hu hv]
  push_cast
  ring
```

The statement `h` separates the two terms of $D$ by linearity, and the two uses of `amplitude_comm` supply the two factors $a-b$. The number $w$ is real and enters the matrix equation as a complex scalar, which accounts for the notation `(w : ℂ)`.

## Energy states suffice to detect a nonzero operator

So far only individual amplitudes are controlled. To return to a matrix equation, one needs enough energy states. The spectral theorem provides them: there is an orthonormal basis of eigenvectors $u_j$ of $H$, and the matrix $U$ with these vectors as columns satisfies $UU^\dagger=1$.

```lean
/-- A Hermitian matrix has a unitary matrix whose columns are energy states. -/
theorem exists_unitary_energyStates {H : Matrix n n ℂ} (hH : H.IsHermitian) :
    ∃ U : Matrix n n ℂ, U * star U = 1 ∧
      ∀ j, ∃ E : ℝ, IsEnergyState H E (fun i => U i j) := by
  refine ⟨hH.eigenvectorUnitary, Matrix.mem_unitaryGroup_iff.mp hH.eigenvectorUnitary.2,
    fun j => ⟨hH.eigenvalues j, ?_⟩⟩
  have e : (fun i => (hH.eigenvectorUnitary : Matrix n n ℂ) i j)
      = (hH.eigenvectorBasis j).ofLp := by
    ext i
    exact hH.eigenvectorUnitary_apply i j
  rw [e]
  refine ⟨fun h => hH.eigenvectorBasis.orthonormal.ne_zero j ?_, ?_⟩
  · ext i
    exact congrFun h i
  · refine (hH.mulVec_eigenvectorBasis j).trans ?_
    ext i
    simp
```

The proof takes Mathlib's unitary matrix of eigenvectors. The equation `e` identifies its $j$-th column with the $j$-th vector of the eigenbasis. That vector is nonzero because the basis is orthonormal, and it satisfies the eigenvalue equation with a real eigenvalue.

Now suppose that a matrix $Y$ has zero amplitude between all energy states. Its elements in the energy basis are such amplitudes,

$$(U^\dagger YU)_{ij}=\langle u_i,Yu_j\rangle=0,$$

and transforming back gives

$$Y=UU^\dagger\,Y\,UU^\dagger=U\,(U^\dagger YU)\,U^\dagger=0 .$$

```lean
/-- An operator whose amplitudes between all energy states of a Hermitian `H` vanish is zero. -/
theorem eq_zero_of_amplitudes {H : Matrix n n ℂ} (hH : H.IsHermitian) (Y : Matrix n n ℂ)
    (h : ∀ (a b : ℝ) (u v : n → ℂ), IsEnergyState H a u → IsEnergyState H b v →
      amplitude u Y v = 0) : Y = 0 := by
  obtain ⟨U, hU, hE⟩ := exists_unitary_energyStates hH
  -- in the energy basis every entry of `Y` is a transition amplitude
  have hz : star U * (Y * U) = 0 := by
    ext i j
    obtain ⟨a, ha⟩ := hE i
    obtain ⟨b, hb⟩ := hE j
    exact h a b _ _ ha hb
  calc Y = (U * star U) * Y * (U * star U) := by rw [hU, one_mul, mul_one]
    _ = U * (star U * (Y * U)) * star U := by simp only [mul_assoc]
    _ = 0 := by rw [hz, mul_zero, zero_mul]
```

In the code `hz` is the first display and the `calc` block is the second.

## The single-line criterion

Suppose first that $[H,[H,X]]=w^2X$. Then $D=0$, and for any two energy states

$$\big((a-b)^2-w^2\big)\langle u,Xv\rangle=0 .$$

If $|a-b|\neq w$, then $(a-b)^2\neq w^2$, because $w\ge 0$. The prefactor is nonzero, so the amplitude vanishes.

Conversely, suppose that $\langle u,Xv\rangle=0$ whenever $|a-b|\ne w$. The amplitude of $D$ is then zero for every pair of energy states: if $|a-b|=w$ the prefactor vanishes, and otherwise the amplitude of $X$ does. By completeness $D=0$, which is the equation.

```lean
/-- Single-line criterion: for Hermitian `H` and `w ≥ 0`, `[H, [H, X]] = w² X` holds exactly when
`X` has zero amplitude between all energy states whose energies do not differ by `w` in absolute
value. -/
theorem single_line_criterion {H : Matrix n n ℂ} (hH : H.IsHermitian) (X : Matrix n n ℂ)
    {w : ℝ} (hw : 0 ≤ w) :
    comm H (comm H X) = (w : ℂ) ^ 2 • X ↔
      ∀ (a b : ℝ) (u v : n → ℂ), IsEnergyState H a u → IsEnergyState H b v →
        |a - b| ≠ w → amplitude u X v = 0 := by
  constructor
  · intro h a b u v hu hv hab
    have hd := amplitude_defect hH X w hu hv
    have h0 : amplitude u (0 : Matrix n n ℂ) v = 0 := by simp [amplitude]
    rw [h, sub_self, h0] at hd
    -- off resonance the prefactor cannot vanish
    have hne : (a - b) ^ 2 - w ^ 2 ≠ 0 := by
      intro h2
      apply hab
      have h3 : (a - b) ^ 2 = w ^ 2 := by linarith
      rw [← abs_of_nonneg hw]
      exact (sq_eq_sq_iff_abs_eq_abs _ _).mp h3
    exact (mul_eq_zero.mp hd.symm).resolve_left (Complex.ofReal_ne_zero.mpr hne)
  · intro h
    refine sub_eq_zero.mp (eq_zero_of_amplitudes hH _ fun a b u v hu hv => ?_)
    rw [amplitude_defect hH X w hu hv]
    by_cases hab : |a - b| = w
    · -- on resonance the prefactor vanishes
      rw [← hab, sq_abs, sub_self, Complex.ofReal_zero, zero_mul]
    · rw [h a b u v hu hv hab, mul_zero]
```

In words: for Hermitian `H`, any `X` and `w ≥ 0`, the double-commutator equation is equivalent to the vanishing of $\langle u,Xv\rangle$ for all energies $a,b$ and all energy states $u,v$ belonging to them with $|a-b|\ne w$. The two parts after `constructor` are the two directions above, and `by_cases` separates resonant from non-resonant pairs.

Some consequences of the statement deserve care when it is read as a rule for spectra.

- The states range over all eigenvectors, not over one chosen basis. Within a degenerate level the rule therefore holds for every superposition.
- `X` need not be Hermitian. A dipole component is a Hermitian special case.
- The criterion forbids transitions and does not guarantee any. The matrix $X=0$ satisfies both sides, and an allowed pair may still have zero amplitude.
- For $w>0$ the choice $u=v$ gives $|a-b|=0\neq w$, so the expectation value of $X$ in every energy state must vanish. If $X$ is a dipole component, a system with a permanent moment along that component in some energy state fails the equation even if it absorbs at one energy only.
- The condition $w\ge 0$ gives $w$ the meaning of a distance between levels. For negative $w$ no pair would satisfy $|a-b|=w$, while the commutator equation depends only on $w^2$.

The number $w$ is an energy; it equals the angular frequency of the line in units with $\hbar=1$. Intensities, line widths and thermal populations do not enter. Operators on infinite-dimensional spaces, including the full harmonic oscillator, are not covered.

## Raising and lowering parts

For $w\neq0$ the equation can also be expressed by splitting $X$. Define

$$A=\tfrac12\Big(X+\tfrac1w[H,X]\Big),\qquad B=\tfrac12\Big(X-\tfrac1w[H,X]\Big),$$

so that $X=A+B$. If $[H,[H,X]]=w^2X$, then

$$[H,A]=\tfrac12\big([H,X]+wX\big)=wA,\qquad [H,B]=\tfrac12\big([H,X]-wX\big)=-wB .$$

In the other direction, if $X=A+B$ with these two relations, then $[H,X]=wA-wB$ and

$$[H,[H,X]]=w^2A+w^2B=w^2X .$$

```lean
/-- For `w ≠ 0`, `[H, [H, X]] = w² X` holds exactly when `X` is a sum `A + B` with
`[H, A] = w A` and `[H, B] = -w B`. -/
theorem double_comm_iff_ladder (H X : Matrix n n ℂ) {w : ℝ} (hw : w ≠ 0) :
    comm H (comm H X) = (w : ℂ) ^ 2 • X ↔
      ∃ A B : Matrix n n ℂ, X = A + B ∧ comm H A = (w : ℂ) • A ∧
        comm H B = (-(w : ℂ)) • B := by
  have hw' : (w : ℂ) ≠ 0 := Complex.ofReal_ne_zero.mpr hw
  have hadd : ∀ M N : Matrix n n ℂ, comm H (M + N) = comm H M + comm H N := by
    intro M N
    unfold comm
    noncomm_ring
  have hsmul : ∀ (c : ℂ) (M : Matrix n n ℂ), comm H (c • M) = c • comm H M := by
    intro c M
    simp only [comm, Matrix.mul_smul, Matrix.smul_mul, smul_sub]
  constructor
  · intro h
    -- project onto the raising and the lowering part
    refine ⟨(1 / 2 : ℂ) • X + (1 / (2 * (w : ℂ))) • comm H X,
      (1 / 2 : ℂ) • X + (-(1 / (2 * (w : ℂ)))) • comm H X, ?_, ?_, ?_⟩
    · module
    · rw [hadd, hsmul, hsmul, h]
      match_scalars <;> field_simp
    · rw [hadd, hsmul, hsmul, h]
      match_scalars <;> field_simp
  · rintro ⟨A, B, rfl, hA, hB⟩
    rw [hadd, hA, hB, hadd, hsmul, hsmul, hA, hB]
    module
```

If $[H,A]=wA$ and $Hv=Ev$, then $HAv=AHv+wAv=(E+w)Av$. For $w>0$, $A$ thus raises the energy by $w$ or annihilates the state, and $B$ lowers it by $w$ or annihilates the state. For $w<0$ the roles are exchanged.

The calculation uses only the linearity of the commutator, recorded in `hadd` and `hsmul`. The theorem accordingly does not require `H` to be Hermitian. The explicit matrices after `refine` are $A$ and $B$, and the remaining goals are comparisons of the coefficients of $X$ and $[H,X]$.

## The static case

At $w=0$ the equation reads $[H,[H,X]]=0$. By the criterion, $X$ then has zero amplitude between states of different energy. The amplitude of the single commutator is

$$\langle u,[H,X]v\rangle=(a-b)\langle u,Xv\rangle ,$$

which vanishes for $a=b$ because of the first factor and for $a\ne b$ because of the second. Completeness gives $[H,X]=0$. The reverse implication is immediate, since the commutator of $H$ with zero is zero.

```lean
/-- For Hermitian `H`, the double commutator `[H, [H, X]]` vanishes exactly when `X` commutes
with `H`. -/
theorem double_comm_eq_zero_iff {H : Matrix n n ℂ} (hH : H.IsHermitian) (X : Matrix n n ℂ) :
    comm H (comm H X) = 0 ↔ comm H X = 0 := by
  constructor
  · intro h
    have hs := (single_line_criterion hH X le_rfl).mp (by rw [h]; simp)
    refine eq_zero_of_amplitudes hH _ fun a b u v hu hv => ?_
    rw [amplitude_comm hH X hu hv]
    by_cases hab : a = b
    · rw [hab, sub_self, zero_mul]
    · rw [hs a b u v hu hv (abs_ne_zero.mpr (sub_ne_zero.mpr hab)), mul_zero]
  · intro h
    rw [h]
    simp [comm]
```

For Hermitian `H`, a vanishing double commutator therefore already makes $X$ a conserved quantity. The proof applies the main criterion with $w=0$ to obtain `hs`, and then treats equal and different energies separately.

## Three equidistant levels

A system with more than one allowed transition can still have a single transition energy. Let

$$H=\begin{pmatrix}0&0&0\\0&w&0\\0&0&2w\end{pmatrix},\qquad X=\begin{pmatrix}0&c&0\\d&0&e\\0&f&0\end{pmatrix}.$$

As $H$ is diagonal, the elements of the double commutator are

$$[H,[H,X]]_{ij}=(E_i-E_j)^2X_{ij},\qquad E_i=i\,w,\quad i,j\in\{0,1,2\}.$$

The only elements of $X$ that may be nonzero join neighbouring levels, where $(E_i-E_j)^2=w^2$. Hence $[H,[H,X]]=w^2X$ for all complex $c,d,e,f$.

```lean
/-- Three levels `0, w, 2w` with arbitrary couplings between neighbouring levels satisfy
`[H, [H, X]] = w² X` with Hermitian `H`. -/
theorem equidistant_levels_witness (w : ℝ) (c d e f : ℂ) :
    (!![0, 0, 0; 0, (w : ℂ), 0; 0, 0, 2 * (w : ℂ)]).IsHermitian ∧
      comm !![0, 0, 0; 0, (w : ℂ), 0; 0, 0, 2 * (w : ℂ)]
        (comm !![0, 0, 0; 0, (w : ℂ), 0; 0, 0, 2 * (w : ℂ)] !![0, c, 0; d, 0, e; 0, f, 0])
        = (w : ℂ) ^ 2 • !![0, c, 0; d, 0, e; 0, f, 0] := by
  constructor
  · ext i j
    fin_cases i <;> fin_cases j <;> simp [Matrix.conjTranspose_apply]
  · ext i j
    fin_cases i <;> fin_cases j <;>
      simp [comm, Matrix.mul_apply, Fin.sum_univ_succ] <;> ring

end

end SingleLineCriterion
```

The theorem states both that this `H` is Hermitian and that the equation holds, for every real `w`. Both parts are checked entry by entry: `fin_cases` runs through the nine positions, and `simp` and `ring` evaluate each one. The choice $d=\bar c$, $f=\bar e$ makes $X$ Hermitian, as a dipole component would be. With $w>0$ and nonzero couplings, the transitions $0\leftrightarrow1$ and $1\leftrightarrow2$ are then both allowed and have the same energy $w$, while the direct transition $0\leftrightarrow2$ is absent.

```lean
#print axioms SingleLineCriterion.single_line_criterion
-- 'SingleLineCriterion.single_line_criterion' depends on axioms: [propext, Classical.choice, Quot.sound]
#print axioms SingleLineCriterion.double_comm_iff_ladder
-- 'SingleLineCriterion.double_comm_iff_ladder' depends on axioms: [propext, Classical.choice, Quot.sound]
#print axioms SingleLineCriterion.double_comm_eq_zero_iff
-- 'SingleLineCriterion.double_comm_eq_zero_iff' depends on axioms: [propext, Classical.choice, Quot.sound]
```
